# For p ≠ 0, the real points incident with a null twistor (w, p) form a light ray

A point of flat spacetime is written as a Hermitian matrix $X=t\,\mathbb 1+\mathbf x\cdot\boldsymbol\sigma$, in units with $c=1$, so that $\det X=t^2-|\mathbf x|^2$. A nonzero Hermitian matrix of zero determinant is therefore a lightlike displacement. In Lean, $X$ is any complex $2\times2$ matrix, and its reality is the separate hypothesis `X.IsHermitian`.

```lean
import Mathlib

open Matrix

namespace NullTwistorLightRay

noncomputable section
```

A spinor is a vector in $\mathbb C^2$ with components numbered 0 and 1. The two kinds of spinor index used in twistor theory are not distinguished by type.

```lean
/-- A two-component complex spinor. -/
abbrev Spinor := Fin 2 → ℂ
```

A twistor is a pair $(w,p)$ of spinors. It is incident with $X$ when $w=iXp$.

```lean
/-- The incidence relation `w = i X p` between the twistor `(w, p)` and the point `X`. -/
def Incident (w p : Spinor) (X : Matrix (Fin 2) (Fin 2) ℂ) : Prop :=
  w = Complex.I • (X *ᵥ p)
```

The twistor product of $(w,p)$ and $(w',p')$ is $p^\dagger w'+w^\dagger p'$. A twistor is null when its product with itself vanishes. Lean writes $p^\dagger w$ as `star p ⬝ᵥ w`.

```lean
/-- The Hermitian twistor product `p† w' + w† p'` of `(w, p)` and `(w', p')`. -/
def twistorForm (w p w' p' : Spinor) : ℂ := star p ⬝ᵥ w' + star w ⬝ᵥ p'
```

Let $N=|p_0|^2+|p_1|^2$, the squared length of $p$.

```lean
/-- The squared length `|p₀|² + |p₁|²` of a spinor. -/
def spinorNorm (p : Spinor) : ℝ := Complex.normSq (p 0) + Complex.normSq (p 1)
```

The spinor $q=(\bar p_1,-\bar p_0)$ satisfies $q^\dagger p=0$. Its outer square $K=qq^\dagger$ will be the direction of the ray.

```lean
/-- The outer square `q q†` of the spinor `q = (star (p 1), -star (p 0))`, which satisfies `q† p =
0`. -/
def rayDirection (p : Spinor) : Matrix (Fin 2) (Fin 2) ℂ :=
  !![p 1 * star (p 1), -(p 0 * star (p 1)); -(p 1 * star (p 0)), p 0 * star (p 0)]
```

The candidate for a point on the ray is
$$X_b=i\left[\frac{pw^\dagger-wp^\dagger}{N}+\frac{(p^\dagger w)\,pp^\dagger}{N^2}\right].$$

```lean
/-- An explicit candidate for a point incident with the twistor `(w, p)`. -/
def basePoint (w p : Spinor) : Matrix (Fin 2) (Fin 2) ℂ :=
  Matrix.of fun i j => Complex.I * ((p i * star (w j) - w i * star (p j)) / (spinorNorm p : ℂ)
    + (star p ⬝ᵥ w) * p i * star (p j) / (spinorNorm p : ℂ) ^ 2)
```

For two twistors, the spinors are collected as columns, $P=(p\;p')$ and $W=(w\;w')$.

```lean
/-- The matrix whose two columns are the spinors `a` and `b`. -/
def columns (a b : Spinor) : Matrix (Fin 2) (Fin 2) ℂ := Matrix.of fun i j => ![a i, b i] j
```

## A common real point forces the twistor product to vanish

In components, incidence reads $w_i=i(X_{i0}p_0+X_{i1}p_1)$.

```lean
/-- The incidence relation written out in components. -/
lemma incident_iff (w p : Spinor) (X : Matrix (Fin 2) (Fin 2) ℂ) :
    Incident w p X ↔ ∀ i, w i = Complex.I * (X i 0 * p 0 + X i 1 * p 1) := by
  simp only [Incident, funext_iff, Pi.smul_apply, smul_eq_mul, Matrix.mulVec, dotProduct,
    Fin.sum_univ_two]
```

Also $p^\dagger p=N$, which is nonzero when $p\neq0$, since a sum of two non-negative terms vanishes only if both do.

```lean
/-- The squared length of a spinor is `p† p`, and it is nonzero for a nonzero spinor. -/
lemma spinorNorm_spec (p : Spinor) :
    star (p 0) * p 0 + star (p 1) * p 1 = (spinorNorm p : ℂ) ∧
      (p ≠ 0 → (spinorNorm p : ℂ) ≠ 0) := by
  constructor
  · have h (z : ℂ) : star z * z = (Complex.normSq z : ℂ) :=
      Complex.normSq_eq_conj_mul_self.symm
    rw [spinorNorm, Complex.ofReal_add, h, h]
  · intro hp h
    have h' : Complex.normSq (p 0) + Complex.normSq (p 1) = 0 := Complex.ofReal_eq_zero.mp h
    have n0 := Complex.normSq_nonneg (p 0)
    have n1 := Complex.normSq_nonneg (p 1)
    have h0 : p 0 = 0 := Complex.normSq_eq_zero.mp (by linarith)
    have h1 : p 1 = 0 := Complex.normSq_eq_zero.mp (by linarith)
    exact hp (funext (Fin.forall_fin_two.mpr ⟨h0, h1⟩))
```

If both twistors are incident with the same Hermitian $X$, then $p^\dagger w'=i\,p^\dagger Xp'$ and $w^\dagger p'=(iXp)^\dagger p'=-i\,p^\dagger Xp'$. The sum is zero. Lean substitutes the components, uses $\bar X_{ji}=X_{ij}$, and closes with `ring`.

```lean
/-- Two twistors incident with a common real point have vanishing twistor product. -/
theorem twistorForm_eq_zero {w p w' p' : Spinor} {X : Matrix (Fin 2) (Fin 2) ℂ}
    (hX : X.IsHermitian) (h : Incident w p X) (h' : Incident w' p' X) :
    twistorForm w p w' p' = 0 := by
  rw [incident_iff] at h h'
  have hI : star Complex.I = -Complex.I := Complex.conj_I
  simp only [twistorForm, dotProduct, Fin.sum_univ_two, Pi.star_apply]
  rw [h 0, h 1, h' 0, h' 1]
  simp only [star_mul', star_add, hI, hX.apply]
  ring
```

For a single twistor, $w^\dagger p=\overline{p^\dagger w}$, so the product with itself is $2\,\mathrm{Re}(p^\dagger w)$.

```lean
/-- The twistor product of `(w, p)` with itself is twice the real part of `p† w`. -/
theorem twistorForm_self (w p : Spinor) :
    twistorForm w p w p = ((2 * (star p ⬝ᵥ w).re : ℝ) : ℂ) := by
  have h : star w ⬝ᵥ p = star (star p ⬝ᵥ w) := by
    simp only [dotProduct, Fin.sum_univ_two, Pi.star_apply, star_add, star_mul', star_star]
    ring
  rw [twistorForm, h]
  exact Complex.add_conj _
```

## A point on the ray

Suppose $p\neq0$ and $\mathrm{Re}(p^\dagger w)=0$, so that $w^\dagger p=-p^\dagger w$. Both terms in the bracket of $X_b$ are anti-Hermitian, and the factor $i$ makes $X_b$ Hermitian. Moreover
$$iX_bp=-\left[\frac{p\,(w^\dagger p)}{N}-w+\frac{(p^\dagger w)\,p}{N}\right]=w.$$
In Lean, `step` collects the contractions with $p$ before this cancellation.

```lean
/-- If `p† w` is purely imaginary and `p` is nonzero, the explicit base point is a real
spacetime point incident with `(w, p)`. -/
theorem basePoint_spec {w p : Spinor} (hp : p ≠ 0) (h : (star p ⬝ᵥ w).re = 0) :
    (basePoint w p).IsHermitian ∧ Incident w p (basePoint w p) := by
  have aux : ∀ z : ℂ, z.re = 0 → star z = -z :=
    fun z hz => Complex.ext (by simp [hz]) (by simp)
  have hA := aux _ h
  have hI : star Complex.I = -Complex.I := Complex.conj_I
  have hN : star (spinorNorm p : ℂ) = (spinorNorm p : ℂ) := Complex.conj_ofReal _
  obtain ⟨eN, hN0⟩ := spinorNorm_spec p
  have hN0 := hN0 hp
  constructor
  · apply Matrix.IsHermitian.ext
    intro i j
    simp only [basePoint, Matrix.of_apply, star_mul', star_add, star_sub, star_div₀, star_pow,
      star_star, hN, hA, hI]
    ring
  · have eA : star (w 0) * p 0 + star (w 1) * p 1 = -(star p ⬝ᵥ w) := by
      rw [← hA]
      simp only [dotProduct, Fin.sum_univ_two, Pi.star_apply, star_add, star_mul', star_star]
      ring
    rw [incident_iff]
    intro i
    simp only [basePoint, Matrix.of_apply]
    -- collect the contractions with `p`
    have step : ∀ A N : ℂ,
        Complex.I * (Complex.I * ((p i * star (w 0) - w i * star (p 0)) / N
          + A * p i * star (p 0) / N ^ 2) * p 0
          + Complex.I * ((p i * star (w 1) - w i * star (p 1)) / N
          + A * p i * star (p 1) / N ^ 2) * p 1)
        = Complex.I * Complex.I * (p i * (star (w 0) * p 0 + star (w 1) * p 1) / N
          - w i * (star (p 0) * p 0 + star (p 1) * p 1) / N
          + A * p i * (star (p 0) * p 0 + star (p 1) * p 1) / N ^ 2) := by
      intro A N
      ring
    rw [step, eN, eA, Complex.I_mul_I]
    field_simp
    ring
```

## The null direction

The matrix $K=qq^\dagger$ is Hermitian with $\det K=0$, and $Kp=q(q^\dagger p)=0$. Its trace is $N$, so $K\neq0$ when $p\neq0$.

```lean
/-- The ray direction is Hermitian, has zero determinant and annihilates `p`; it is nonzero
when `p` is. -/
theorem rayDirection_spec (p : Spinor) :
    (rayDirection p).IsHermitian ∧ (rayDirection p).det = 0 ∧
      (∀ i, rayDirection p i 0 * p 0 + rayDirection p i 1 * p 1 = 0) ∧
      (p ≠ 0 → rayDirection p ≠ 0) := by
  refine ⟨?_, ?_, ?_, ?_⟩
  · apply Matrix.IsHermitian.ext
    intro i j
    fin_cases i <;> fin_cases j <;> simp [rayDirection, mul_comm]
  · rw [rayDirection, Matrix.det_fin_two_of]
    ring
  · refine Fin.forall_fin_two.mpr ⟨?_, ?_⟩
    · change p 1 * star (p 1) * p 0 + -(p 0 * star (p 1)) * p 1 = 0
      ring
    · change -(p 1 * star (p 0)) * p 0 + p 0 * star (p 0) * p 1 = 0
      ring
  · intro hp h
    have h1 : p 1 * star (p 1) = 0 := congrArg (fun M => M 0 0) h
    have h0 : p 0 * star (p 0) = 0 := congrArg (fun M => M 1 1) h
    apply (spinorNorm_spec p).2 hp
    rw [← (spinorNorm_spec p).1]
    linear_combination h0 + h1
```

Conversely, let $p\neq0$ and let $D$ be Hermitian with $Dp=0$. The first row, and the conjugate of the second, give
$$D_{00}p_0+D_{01}p_1=0,\qquad D_{01}\bar p_0+D_{11}\bar p_1=0.$$
Hence $|p_0|^2D_{00}=-\bar p_0p_1D_{01}=|p_1|^2D_{11}$, so
$$ND_{00}=(D_{00}+D_{11})|p_1|^2,\qquad ND_{11}=(D_{00}+D_{11})|p_0|^2.$$
The same equations give $ND_{01}=-(D_{00}+D_{11})p_0\bar p_1$, and conjugation gives $D_{10}$. Thus $D=sK$ with $s=\mathrm{tr}\,D/N$, which is real. The four `linear_combination` calls in `key` are these four entries.

```lean
/-- A Hermitian matrix annihilating a nonzero spinor `p` is a real multiple of the ray
direction of `p`. -/
theorem eq_smul_rayDirection {p : Spinor} (hp : p ≠ 0) {D : Matrix (Fin 2) (Fin 2) ℂ}
    (hD : D.IsHermitian) (h : ∀ i, D i 0 * p 0 + D i 1 * p 1 = 0) :
    ∃ s : ℝ, D = (s : ℂ) • rayDirection p := by
  obtain ⟨eN, hN0⟩ := spinorNorm_spec p
  have hN0 := hN0 hp
  have e1 := h 0
  have e2 := h 1
  have e3 := congrArg star e1
  have e4 := congrArg star e2
  simp only [star_add, star_mul', hD.apply, star_zero] at e3 e4
  have r0 : ((D 0 0).re : ℂ) = D 0 0 := Complex.conj_eq_iff_re.mp (hD.apply 0 0)
  have r1 : ((D 1 1).re : ℂ) = D 1 1 := Complex.conj_eq_iff_re.mp (hD.apply 1 1)
  -- the trace of `D` fixes the real factor
  have key : ∀ i j, (spinorNorm p : ℂ) * D i j = (D 0 0 + D 1 1) * rayDirection p i j := by
    simp only [Fin.forall_fin_two]
    refine ⟨⟨?_, ?_⟩, ?_, ?_⟩
    · change _ = _ * (p 1 * star (p 1))
      linear_combination star (p 0) * e1 - p 1 * e4 - D 0 0 * eN
    · change _ = _ * (-(p 0 * star (p 1)))
      linear_combination star (p 1) * e1 + p 0 * e4 - D 0 1 * eN
    · change _ = _ * (-(p 1 * star (p 0)))
      linear_combination p 1 * e3 + star (p 0) * e2 - D 1 0 * eN
    · change _ = _ * (p 0 * star (p 0))
      linear_combination p 1 * e4 - star (p 0) * e1 - D 1 1 * eN
  refine ⟨((D 0 0).re + (D 1 1).re) / spinorNorm p, ?_⟩
  rw [Complex.ofReal_div, Complex.ofReal_add, r0, r1]
  ext i j
  rw [Matrix.smul_apply, smul_eq_mul, div_mul_eq_mul_div, eq_div_iff hN0]
  linear_combination key i j
```

## The light ray

The theorem says that, for $p\neq0$, an incident Hermitian $X$ exists exactly when $\mathrm{Re}(p^\dagger w)=0$. It also gives one nonzero Hermitian $K$ with $\det K=0$ such that, from any incident real point $X_0$, the incident real points are exactly $X_0+sK$ with $s\in\mathbb R$.

If $X$ and $X_0$ are both incident, then $i(X-X_0)p=0$, so $X-X_0=sK$. In the other direction, $i(X_0+sK)p=iX_0p=w$.

The condition $p\neq0$ matters: for $p=0$ and $w=(1,0)$, $\mathrm{Re}(p^\dagger w)=0$ but no $X$ is incident. Hermiticity matters too: for $p=w=(1,0)$ the real part is 1, yet the complex point $X=-i\,\mathbb 1$ is incident.

Such a ray is the world line of a free classical massless particle of zero helicity in flat spacetime; no wave equation or quantisation enters here.

```lean
/-- For `p ≠ 0`, a real point incident with `(w, p)` exists exactly when `Re (p† w) = 0`, and
the incident real points form a line through any one of them along a nonzero null direction. -/
theorem null_twistor_is_light_ray (w p : Spinor) (hp : p ≠ 0) :
    ((∃ X, X.IsHermitian ∧ Incident w p X) ↔ (star p ⬝ᵥ w).re = 0) ∧
    ∃ K : Matrix (Fin 2) (Fin 2) ℂ, K.IsHermitian ∧ K ≠ 0 ∧ K.det = 0 ∧
      ∀ X₀, X₀.IsHermitian → Incident w p X₀ →
        ∀ X, (X.IsHermitian ∧ Incident w p X) ↔ ∃ s : ℝ, X = X₀ + (s : ℂ) • K := by
  obtain ⟨kH, kdet, kp, k0⟩ := rayDirection_spec p
  refine ⟨⟨?_, fun h => ⟨_, basePoint_spec hp h⟩⟩,
    rayDirection p, kH, k0 hp, kdet, ?_⟩
  · rintro ⟨X, hX, h⟩
    have h2 := twistorForm_eq_zero hX h h
    rw [twistorForm_self] at h2
    have h3 := Complex.ofReal_eq_zero.mp h2
    linarith
  · intro X₀ hX₀ h₀ X
    rw [incident_iff] at h₀
    constructor
    · rintro ⟨hX, h⟩
      rw [incident_iff] at h
      -- the separation of two incident points annihilates `p`
      obtain ⟨s, hs⟩ := eq_smul_rayDirection hp (hX.sub hX₀) (fun i => by
        apply mul_left_cancel₀ Complex.I_ne_zero
        simp only [Matrix.sub_apply]
        linear_combination h₀ i - h i)
      exact ⟨s, by rw [← hs]; abel⟩
    · rintro ⟨s, rfl⟩
      constructor
      · apply Matrix.IsHermitian.ext
        intro i j
        have hs : star (s : ℂ) = (s : ℂ) := Complex.conj_ofReal s
        simp only [Matrix.add_apply, Matrix.smul_apply, smul_eq_mul, star_add, star_mul', hs,
          hX₀.apply, kH.apply]
      · rw [incident_iff]
        intro i
        simp only [Matrix.add_apply, Matrix.smul_apply, smul_eq_mul]
        linear_combination h₀ i - Complex.I * (s : ℂ) * kp i
```

## When two rays meet

Let $p_0p'_1-p_1p'_0\neq0$, so that $P$ is invertible. Exactly one common real point exists if and only if both twistors are null and their mutual product vanishes.

Necessity is the product identity applied three times. For sufficiency, joint incidence is $W=iXP$, whose only possible solution is
$$X=-iWP^{-1}=(P^{-1})^\dagger(-iP^\dagger W)P^{-1}.$$
The entries of $P^\dagger W+W^\dagger P$ are the three products and the conjugate of the mutual one. Their vanishing makes $-iP^\dagger W$ Hermitian, which is `hM` followed by `hG`, and the second form of $X$ above is then Hermitian too.

Without independence this fails: for $p=p'=(1,0)$ and $w=w'=0$ all three products vanish, but the two rays coincide and share every point $\mathrm{diag}(0,s)$.

```lean
/-- Two twistors with linearly independent `p` and `p'` are incident with exactly one common
real point if and only if both are null and their mutual twistor product vanishes. -/
theorem light_rays_meet_iff (w p w' p' : Spinor) (hdet : p 0 * p' 1 - p 1 * p' 0 ≠ 0) :
    (∃! X : Matrix (Fin 2) (Fin 2) ℂ, X.IsHermitian ∧ Incident w p X ∧ Incident w' p' X) ↔
      twistorForm w p w p = 0 ∧ twistorForm w' p' w' p' = 0 ∧ twistorForm w p w' p' = 0 := by
  have key : ∀ X, (Incident w p X ∧ Incident w' p' X) ↔
      columns w w' = Complex.I • (X * columns p p') := by
    intro X
    rw [incident_iff, incident_iff]
    constructor
    · rintro ⟨h, h'⟩
      ext i j
      fin_cases j
      · simpa [columns, Matrix.mul_apply, Fin.sum_univ_two] using h i
      · simpa [columns, Matrix.mul_apply, Fin.sum_univ_two] using h' i
    · intro h
      constructor
      · intro i
        have hi := congrArg (fun M : Matrix (Fin 2) (Fin 2) ℂ => M i 0) h
        simpa [columns, Matrix.mul_apply, Fin.sum_univ_two] using hi
      · intro i
        have hi := congrArg (fun M : Matrix (Fin 2) (Fin 2) ℂ => M i 1) h
        simpa [columns, Matrix.mul_apply, Fin.sum_univ_two] using hi
  constructor
  · rintro ⟨X, ⟨hX, h, h'⟩, -⟩
    exact ⟨twistorForm_eq_zero hX h h, twistorForm_eq_zero hX h' h',
      twistorForm_eq_zero hX h h'⟩
  · rintro ⟨h11, h22, h12⟩
    have hu : IsUnit (columns p p').det := by
      rw [isUnit_iff_ne_zero, Matrix.det_fin_two]
      change p 0 * p' 1 - p' 0 * p 1 ≠ 0
      rwa [mul_comm (p' 0)]
    have hPQ := Matrix.mul_nonsing_inv _ hu
    have hQP := Matrix.nonsing_inv_mul _ hu
    -- the three conditions say that `P† W` is anti-Hermitian
    have hM : ((columns p p')ᴴ * columns w w')ᴴ = -((columns p p')ᴴ * columns w w') := by
      simp [twistorForm, dotProduct, Fin.sum_univ_two] at h11 h22 h12
      have h21 := congrArg (starRingEnd ℂ) h12
      simp only [map_add, map_mul, Complex.conj_conj, map_zero] at h21
      ext i j
      fin_cases i <;> fin_cases j <;>
        simp [columns, Matrix.mul_apply, Fin.sum_univ_two]
      · linear_combination h11
      · linear_combination h12
      · linear_combination h21
      · linear_combination h22
    have hG : ((-Complex.I) • ((columns p p')ᴴ * columns w w')).IsHermitian := by
      rw [Matrix.IsHermitian, Matrix.conjTranspose_smul, hM]
      simp
    have hQ : ((columns p p')⁻¹)ᴴ * (columns p p')ᴴ = 1 := by
      rw [← Matrix.conjTranspose_mul, hPQ, Matrix.conjTranspose_one]
    refine ⟨((columns p p')⁻¹)ᴴ * ((-Complex.I) • ((columns p p')ᴴ * columns w w')) *
      (columns p p')⁻¹, ⟨Matrix.isHermitian_conjTranspose_mul_mul _ hG, (key _).mpr ?_⟩, ?_⟩
    · rw [Matrix.mul_assoc, hQP, Matrix.mul_one, Matrix.mul_smul, ← Matrix.mul_assoc, hQ,
        Matrix.one_mul, smul_smul]
      simp
    · rintro Y ⟨-, hY⟩
      -- incidence with both twistors fixes the point
      have hY' : Y * columns p p' = (-Complex.I) • columns w w' := by
        rw [(key Y).mp hY, smul_smul]
        simp
      rw [Matrix.mul_smul, ← Matrix.mul_assoc, hQ, Matrix.one_mul, ← hY', Matrix.mul_assoc,
        hPQ, Matrix.mul_one]

end

end NullTwistorLightRay
```

```lean
#print axioms NullTwistorLightRay.null_twistor_is_light_ray
#print axioms NullTwistorLightRay.light_rays_meet_iff
```

```
'NullTwistorLightRay.null_twistor_is_light_ray' depends on axioms: [propext, Classical.choice, Quot.sound]
'NullTwistorLightRay.light_rays_meet_iff' depends on axioms: [propext, Classical.choice, Quot.sound]
```
